# The Mie potential with positive coefficients and real exponents n > m > 0: one global minimum, its depth and its curvature

Take the Lennard-Jones form $4\varepsilon\,((\sigma/r)^{12}-(\sigma/r)^6)$ and soften the repulsion by changing 12 to 9, leaving everything else alone. The parameter $\varepsilon$ is then no longer the well depth: the true depth is $\tfrac{16}{27}\varepsilon\approx 0.59\,\varepsilon$. The minimum has also moved, from about $1.122\,\sigma$ to about $1.145\,\sigma$. A comparison of the two exponents at "the same $\varepsilon$ and $\sigma$" would really be a comparison of two different well depths. The formulas below give the position, depth and curvature of the well for any real exponents $n>m>0$, and the prefactor that restores $\varepsilon$ as the depth.

## Repulsion, attraction and the balance point

Two particles at separation $r>0$ have the energy

$$V(r)=\frac{A}{r^n}-\frac{B}{r^m},\qquad A,B>0,\quad n>m>0 .$$

The first term models the short-range repulsion of overlapping electron clouds. The second models the attraction; $m=6$ gives the distance dependence of the leading term of London dispersion (without retardation). The coefficients are given numbers here and are not derived from electronic structure.

The force is $-V'(r)=nA/r^{n+1}-mB/r^{m+1}$. It vanishes when $nA\,r^m=mB\,r^n$, that is, when $r^{n-m}=nA/(mB)$. This suggests the definitions

$$R=\left(\frac{nA}{mB}\right)^{1/(n-m)},\qquad D=\frac{(n-m)B}{nR^m}.$$

Both are positive, and multiplying $R^{n-m}=nA/(mB)$ by $mB\,R^m$ gives the force balance $nA\,R^m=mB\,R^n$.

## One curve for all coefficients

The definition of $D$ and the force balance give

$$\frac{B}{R^m}=\frac{nD}{n-m},\qquad \frac{A}{R^n}=\frac{m}{n}\,\frac{B}{R^m}=\frac{mD}{n-m}.$$

Writing $A/r^n=(A/R^n)(R/r)^n$, and likewise for the attraction, we obtain

$$V(r)=\frac{D}{n-m}\left(m\,t^n-n\,t^m\right),\qquad t=\frac{R}{r}.$$

At $r=R$ we have $t=1$, so $V(R)=D(m-n)/(n-m)=-D$.

## Why every other separation costs energy

The strict Bernoulli inequality says that $x^p>1+p(x-1)$ for $x>0$, $x\neq1$ and $p>1$. Put $x=t^m$ and $p=n/m$. If $t\ne1$ then $x\neq 1$, and $x^p=t^n$, so

$$t^n>1+\frac nm\,(t^m-1).$$

Multiplying by $m$ and rearranging gives $m\,t^n-n\,t^m>m-n$. Multiplying by $D/(n-m)>0$ gives $V(r)>-D$ for every $r>0$ other than $R$.

## Curvature at the bottom

Differentiating twice,

$$V''(R)=\frac{1}{R^2}\left(n(n+1)\frac{A}{R^n}-m(m+1)\frac{B}{R^m}\right)
=\frac{nmD}{(n-m)R^2}\big((n+1)-(m+1)\big)=\frac{nmD}{R^2}.$$

For an isolated pair with this isotropic potential, $nmD/R^2$ is the force constant of the harmonic approximation to the stretching vibration.

## The prefactor that makes ε the depth

With $\varepsilon,\sigma>0$, consider

$$C\varepsilon\left(\left(\frac{\sigma}{r}\right)^n-\left(\frac{\sigma}{r}\right)^m\right),\qquad C=\frac{n}{n-m}\left(\frac nm\right)^{m/(n-m)}.$$

This is $V$ with $A=C\varepsilon\sigma^n$ and $B=C\varepsilon\sigma^m$. Then $nA/(mB)=(n/m)\,\sigma^{n-m}$, so $R=(n/m)^{1/(n-m)}\sigma$ and $R^m=(n/m)^{m/(n-m)}\sigma^m$. The depth is

$$D=\frac{n-m}{n}\cdot\frac{C\varepsilon}{(n/m)^{m/(n-m)}}=\varepsilon .$$

For $n=12$, $m=6$, substitution gives the Lennard-Jones values $C=4$, $R=2^{1/6}\sigma$ and curvature $72\,\varepsilon/R^2$. In simulations with pairwise Mie interactions, this prefactor lets the exponents vary while $\varepsilon$ keeps its meaning as the pair well depth.

## A 9-6 well in whole numbers

Take $n=9$, $m=6$, $A=2$, $B=3$ in reduced units. Then $R^3=18/18=1$, so $R=1$, and $D=3\cdot3/9=1$. Directly, $V(1)=2-3=-1$, while $V(2)=2/512-3/64\approx-0.043$ is higher. The curvature formula gives $9\cdot6\cdot1=54$, and direct differentiation gives $2\cdot90-3\cdot42=54$.

## The hard-core limit

Keep $m$, $\varepsilon$ and $\sigma$ fixed and let $n\to\infty$ in the $\sigma$ form. Then $C\to1$ and $R\to\sigma$. The energy tends to $-\varepsilon(\sigma/r)^m$ for $r>\sigma$ and to $+\infty$ for $r<\sigma$, which is a hard sphere with an attractive tail. The curvature $nm\varepsilon/R^2$ diverges, as it should when the inner wall becomes vertical. This limit is a calculation by hand from the formulas above.

## Reading the Lean statements

The function `mie A B n m` is $V$, `mieRadius A B n m` is $R$, and `wellDepth A B n m` is $D$. All quantities are real numbers without units, and the exponents `n` and `m` are real, so values such as 12.7 are allowed. The hypotheses `0 < m` and `m < n` together give $n>m>0$.

- `mieRadius_spec` says that $R>0$ and $R^{n-m}=nA/(mB)$.
- `mie_unique_global_min` says that $D>0$, that $V(R)=-D$, and that $V(R)<V(r)$ for every $r>0$ with $r\ne R$. The last part contains both the global minimum and its uniqueness.
- `mie_curvature` says that the function `deriv (mie A B n m)` has derivative $nmD/R^2$ at $R$. This includes the existence of the second derivative there.
- `sigma_form_min` treats the $\sigma$ form, with `prefactor n m` for $C$. For a given $r>0$, the energy equals $-\varepsilon$ if $r=(n/m)^{1/(n-m)}\sigma$ and is strictly above $-\varepsilon$ otherwise.

The depth is counted from the zero of energy, which $V$ approaches at large $r$; that limit is not part of the statements. They concern a single pair, with no many-body terms, no cutoff and no quantum motion of the nuclei. The 12-6 values are obtained by inserting the exponents and have no separate theorem.

## The complete file

```lean
import Mathlib

noncomputable section

namespace MiePotential

/-- The Mie pair potential `A / r^n - B / r^m` with real exponents, for separations `r > 0`. -/
def mie (A B n m r : ℝ) : ℝ := A / r ^ n - B / r ^ m

/-- The separation `(n A / (m B))^(1/(n-m))`, for `A, B > 0` and `n > m > 0`. -/
def mieRadius (A B n m : ℝ) : ℝ := (n * A / (m * B)) ^ (1 / (n - m))

/-- The energy `(n - m) B / (n R^m)`, where `R` is `mieRadius`, for `A, B > 0` and
`n > m > 0`. -/
def wellDepth (A B n m : ℝ) : ℝ := (n - m) * B / (n * mieRadius A B n m ^ m)

variable {A B n m : ℝ}

/-- For `A, B > 0` and `n > m > 0` the Mie radius `R` is positive and satisfies
`R^(n-m) = n A / (m B)`. -/
theorem mieRadius_spec (hA : 0 < A) (hB : 0 < B) (hm : 0 < m) (hmn : m < n) :
    0 < mieRadius A B n m ∧ mieRadius A B n m ^ (n - m) = n * A / (m * B) := by
  have hn : 0 < n := hm.trans hmn
  have hq : 0 < n * A / (m * B) := by positivity
  have hne : n - m ≠ 0 := (sub_pos.mpr hmn).ne'
  refine ⟨Real.rpow_pos_of_pos hq _, ?_⟩
  rw [mieRadius, ← Real.rpow_mul hq.le, one_div_mul_cancel hne, Real.rpow_one]

/-- Force balance: for `A, B > 0` and `n > m > 0`, the repulsive and attractive forces cancel
at the Mie radius `R`, in the form `n A R^m = m B R^n`. -/
theorem force_balance (hA : 0 < A) (hB : 0 < B) (hm : 0 < m) (hmn : m < n) :
    n * A * mieRadius A B n m ^ m = m * B * mieRadius A B n m ^ n := by
  obtain ⟨hR, hs⟩ := mieRadius_spec hA hB hm hmn
  have h1 : mieRadius A B n m ^ n = mieRadius A B n m ^ (n - m) * mieRadius A B n m ^ m := by
    rw [← Real.rpow_add hR, sub_add_cancel]
  have h2 : m * B * mieRadius A B n m ^ (n - m) = n * A := by
    rw [hs]
    exact mul_div_cancel₀ _ (mul_pos hm hB).ne'
  rw [h1]
  linear_combination -(mieRadius A B n m ^ m) * h2

/-- Reduced form: for `A, B > 0`, `n > m > 0` and `r > 0`, the Mie potential depends on the
separation only through `R / r`, with the well depth as energy scale. -/
theorem mie_reduced (hA : 0 < A) (hB : 0 < B) (hm : 0 < m) (hmn : m < n) {r : ℝ} (hr : 0 < r) :
    mie A B n m r = wellDepth A B n m / (n - m) *
      (m * (mieRadius A B n m / r) ^ n - n * (mieRadius A B n m / r) ^ m) := by
  have hn : 0 < n := hm.trans hmn
  have hne : n - m ≠ 0 := (sub_pos.mpr hmn).ne'
  have hR := (mieRadius_spec hA hB hm hmn).1
  -- the powers enter only as positive numbers tied by the force balance
  have key : ∀ a b x y : ℝ, 0 < b → 0 < x → 0 < y → n * A * b = m * B * a →
      A / x - B / y = (n - m) * B / (n * b) / (n - m) * (m * (a / x) - n * (b / y)) := by
    intro a b x y hb hx hy h
    have hA' : A = m * B * a / (n * b) := by
      rw [eq_div_iff (mul_pos hn hb).ne']
      linear_combination h
    rw [hA']
    field_simp
  rw [mie, wellDepth, Real.div_rpow hR.le hr.le, Real.div_rpow hR.le hr.le]
  exact key _ _ _ _ (Real.rpow_pos_of_pos hR _) (Real.rpow_pos_of_pos hr _)
    (Real.rpow_pos_of_pos hr _) (force_balance hA hB hm hmn)

/-- For `n > m > 0` and a positive ratio `t ≠ 1`, the reduced Mie curve `m t^n - n t^m` lies
strictly above its value `m - n` at `t = 1`. -/
theorem reduced_curve_lt (hm : 0 < m) (hmn : m < n) {t : ℝ} (ht : 0 < t) (h1 : t ≠ 1) :
    m - n < m * t ^ n - n * t ^ m := by
  have hx : 0 < t ^ m := Real.rpow_pos_of_pos ht m
  have hx1 : t ^ m - 1 ≠ 0 := by
    rcases lt_or_gt_of_ne h1 with h | h
    · have := Real.rpow_lt_one ht.le h hm
      linarith
    · have := Real.one_lt_rpow h hm
      linarith
  -- strict Bernoulli inequality with exponent n / m > 1
  have hb := one_add_mul_self_lt_rpow_one_add (by linarith : -1 ≤ t ^ m - 1) hx1
    ((one_lt_div hm).mpr hmn)
  rw [add_sub_cancel, ← Real.rpow_mul ht.le, mul_div_cancel₀ _ hm.ne'] at hb
  have h2 := mul_lt_mul_of_pos_left hb hm
  have h3 : m * (n / m) = n := mul_div_cancel₀ _ hm.ne'
  have h4 : m * (1 + n / m * (t ^ m - 1)) = m + n * (t ^ m - 1) := by
    linear_combination (t ^ m - 1) * h3
  linarith

/-- For `A, B > 0` and `n > m > 0`, the Mie potential has a well of positive depth at the Mie
radius, and its energy at every other positive separation is strictly higher. -/
theorem mie_unique_global_min (hA : 0 < A) (hB : 0 < B) (hm : 0 < m) (hmn : m < n) :
    0 < wellDepth A B n m ∧ mie A B n m (mieRadius A B n m) = -wellDepth A B n m ∧
      ∀ r, 0 < r → r ≠ mieRadius A B n m → mie A B n m (mieRadius A B n m) < mie A B n m r := by
  have hn : 0 < n := hm.trans hmn
  have hd : 0 < n - m := sub_pos.mpr hmn
  have hR := (mieRadius_spec hA hB hm hmn).1
  have hD : 0 < wellDepth A B n m :=
    div_pos (mul_pos hd hB) (mul_pos hn (Real.rpow_pos_of_pos hR _))
  have e : wellDepth A B n m / (n - m) * (n - m) = wellDepth A B n m :=
    div_mul_cancel₀ _ hd.ne'
  have hmin : mie A B n m (mieRadius A B n m) = -wellDepth A B n m := by
    rw [mie_reduced hA hB hm hmn hR, div_self hR.ne', Real.one_rpow, Real.one_rpow]
    linear_combination -e
  refine ⟨hD, hmin, fun r hr hne => ?_⟩
  have ht : mieRadius A B n m / r ≠ 1 := fun h => hne ((div_eq_one_iff_eq hr.ne').mp h).symm
  have h := mul_lt_mul_of_pos_left (reduced_curve_lt hm hmn (div_pos hR hr) ht) (div_pos hD hd)
  rw [hmin, mie_reduced hA hB hm hmn hr]
  linarith

/-- At `r > 0` the slope of a Mie potential is minus another Mie potential, with both exponents
raised by one and the coefficients multiplied by the old exponents. -/
theorem hasDerivAt_mie (A B n m : ℝ) {r : ℝ} (hr : 0 < r) :
    HasDerivAt (mie A B n m) (-mie (n * A) (m * B) (n + 1) (m + 1) r) r := by
  have h : ∀ a p : ℝ, HasDerivAt (fun x : ℝ => a / x ^ p) (-(p * a / r ^ (p + 1))) r := by
    intro a p
    have hq : 0 < r ^ p := Real.rpow_pos_of_pos hr p
    refine ((hasDerivAt_const r a).fun_div
      (Real.hasDerivAt_rpow_const (Or.inl hr.ne')) hq.ne').congr_deriv ?_
    rw [Real.rpow_sub_one hr.ne', Real.rpow_add_one hr.ne']
    generalize r ^ p = q at hq
    field_simp
    ring
  exact ((h A n).fun_sub (h B m)).congr_deriv (by unfold mie; ring)

/-- For `A, B > 0` and `n > m > 0`, the second derivative of the Mie potential at the Mie
radius `R` is `n m D / R^2`, with `D` the well depth. -/
theorem mie_curvature (hA : 0 < A) (hB : 0 < B) (hm : 0 < m) (hmn : m < n) :
    HasDerivAt (deriv (mie A B n m))
      (n * m * wellDepth A B n m / mieRadius A B n m ^ 2) (mieRadius A B n m) := by
  have hn : 0 < n := hm.trans hmn
  have hR := (mieRadius_spec hA hB hm hmn).1
  have hbal := force_balance hA hB hm hmn
  have hev : deriv (mie A B n m) =ᶠ[nhds (mieRadius A B n m)]
      fun r => -mie (n * A) (m * B) (n + 1) (m + 1) r := by
    filter_upwards [lt_mem_nhds hR] with r hr
    exact (hasDerivAt_mie A B n m hr).deriv
  refine ((hasDerivAt_mie (n * A) (m * B) (n + 1) (m + 1) hR).fun_neg.congr_of_eventuallyEq
    hev).congr_deriv ?_
  rw [neg_neg, mie, wellDepth]
  simp only [Real.rpow_add_one hR.ne']
  have ha := Real.rpow_pos_of_pos hR n
  have hb := Real.rpow_pos_of_pos hR m
  generalize mieRadius A B n m ^ n = a at *
  generalize mieRadius A B n m ^ m = b at *
  generalize mieRadius A B n m = R at *
  -- eliminate the repulsive coefficient by the force balance
  have hA' : A = m * B * a / (n * b) := by
    rw [eq_div_iff (mul_pos hn hb).ne']
    linear_combination hbal
  rw [hA']
  field_simp
  ring

/-- The Mie prefactor `n/(n-m) (n/m)^(m/(n-m))`, for `n > m > 0`. -/
def prefactor (n m : ℝ) : ℝ := n / (n - m) * (n / m) ^ (m / (n - m))

/-- For `ε, σ > 0` and `n > m > 0`, the form `C ε ((σ/r)^n - (σ/r)^m)` with the Mie prefactor `C`
has the value `-ε` at `r = (n/m)^(1/(n-m)) σ` and lies strictly above `-ε` at every other
`r > 0`. -/
theorem sigma_form_min {ε σ : ℝ} (hε : 0 < ε) (hσ : 0 < σ) (hm : 0 < m) (hmn : m < n)
    {r : ℝ} (hr : 0 < r) :
    (r = (n / m) ^ (1 / (n - m)) * σ →
      prefactor n m * ε * ((σ / r) ^ n - (σ / r) ^ m) = -ε) ∧
    (r ≠ (n / m) ^ (1 / (n - m)) * σ →
      -ε < prefactor n m * ε * ((σ / r) ^ n - (σ / r) ^ m)) := by
  have hn : 0 < n := hm.trans hmn
  have hd : 0 < n - m := sub_pos.mpr hmn
  have hq : 0 < n / m := div_pos hn hm
  have hg : 0 < (n / m) ^ (m / (n - m)) := Real.rpow_pos_of_pos hq _
  have hC : 0 < prefactor n m := mul_pos (div_pos hn hd) hg
  have hsn := Real.rpow_pos_of_pos hσ n
  have hsm := Real.rpow_pos_of_pos hσ m
  have hA : 0 < prefactor n m * ε * σ ^ n := by positivity
  have hB : 0 < prefactor n m * ε * σ ^ m := by positivity
  have hV : prefactor n m * ε * ((σ / r) ^ n - (σ / r) ^ m) =
      mie (prefactor n m * ε * σ ^ n) (prefactor n m * ε * σ ^ m) n m r := by
    rw [mie, Real.div_rpow hσ.le hr.le, Real.div_rpow hσ.le hr.le]
    ring
  have hR : mieRadius (prefactor n m * ε * σ ^ n) (prefactor n m * ε * σ ^ m) n m =
      (n / m) ^ (1 / (n - m)) * σ := by
    have h : n * (prefactor n m * ε * σ ^ n) / (m * (prefactor n m * ε * σ ^ m)) =
        n / m * σ ^ (n - m) := by
      rw [Real.rpow_sub hσ]
      generalize σ ^ n = a at *
      generalize σ ^ m = b at *
      field_simp
    rw [mieRadius, h, Real.mul_rpow hq.le (Real.rpow_pos_of_pos hσ _).le,
      ← Real.rpow_mul hσ.le, mul_one_div_cancel hd.ne', Real.rpow_one]
  -- the prefactor is chosen so that the depth is exactly ε
  have hD : wellDepth (prefactor n m * ε * σ ^ n) (prefactor n m * ε * σ ^ m) n m = ε := by
    rw [wellDepth, hR, Real.mul_rpow (Real.rpow_pos_of_pos hq _).le hσ.le,
      ← Real.rpow_mul hq.le, one_div_mul_eq_div, prefactor]
    generalize (n / m) ^ (m / (n - m)) = g at *
    generalize σ ^ m = b at *
    have hne : n - m ≠ 0 := hd.ne'
    field_simp
  obtain ⟨-, hmin, hlt⟩ := mie_unique_global_min hA hB hm hmn
  rw [hD] at hmin
  rw [hmin, hR] at hlt
  rw [hR] at hmin
  rw [hV]
  exact ⟨fun h => by rw [h]; exact hmin, fun h => hlt r hr h⟩

end MiePotential
```

```lean
#print axioms MiePotential.mie_unique_global_min
#print axioms MiePotential.mie_curvature
#print axioms MiePotential.sigma_form_min
```

```
'MiePotential.mie_unique_global_min' depends on axioms: [propext, Classical.choice, Quot.sound]
'MiePotential.mie_curvature' depends on axioms: [propext, Classical.choice, Quot.sound]
'MiePotential.sigma_form_min' depends on axioms: [propext, Classical.choice, Quot.sound]
```

## From the hand derivation to the proof

**Balance.** `mieRadius_spec` combines the two exponents $1/(n-m)$ and $n-m$ into 1. `force_balance` splits $R^n$ into $R^{n-m}R^m$ and inserts the value of $R^{n-m}$; `linear_combination` does the remaining algebra.

**Reduced form.** In `mie_reduced`, the auxiliary statement `key` replaces the powers $R^n,R^m,r^n,r^m$ by plain numbers `a`, `b`, `x`, `y`, linked only by the force balance. It solves that relation for $A$, and `field_simp` then verifies an identity between fractions.

**Minimum.** `reduced_curve_lt` first shows $t^m\neq1$, treating $t<1$ and $t>1$ separately. It then applies Mathlib's strict Bernoulli inequality, `one_add_mul_self_lt_rpow_one_add`, with exponent $n/m$, and multiplies by $m$. `mie_unique_global_min` evaluates the reduced form at $t=1$, and for $r\neq R$ multiplies the inequality by $D/(n-m)$.

**Derivatives.** `hasDerivAt_mie` applies the quotient rule to each term. The result is minus another Mie potential, with coefficients $nA$, $mB$ and exponents $n+1$, $m+1$. It holds for arbitrary real coefficients and exponents at $r>0$, so it can be applied to its own output. Before doing so, `mie_curvature` must know that the slope formula holds throughout a neighbourhood of $R$, not only at $R$; this follows from $R>0$ and is recorded in `hev`. The force balance then eliminates $A$, as in the calculation by hand.

**The σ form.** `sigma_form_min` establishes three identities: `hV` identifies the energy with a Mie potential, `hR` computes its radius, and `hD` shows that its depth is $\varepsilon$. The general minimum theorem then gives both implications.
